# Nondegeneracy of the perturbed ground state for $\|V\| < D/2$

## Definitions and conventions

Let $E$ be a finite-dimensional complex inner product space with $\langle x, y\rangle$ antilinear in $x$. For an operator $H$ write $\mathcal{E}_H(x) = \operatorname{Re}\langle x, Hx\rangle$, the expectation value without division by $\|x\|^2$. The operator norm $\|V\|$ is the smallest constant with $\|Vx\| \le \|V\|\,\|x\|$ for all $x$. Let $H_0$ and $V$ be Hermitian, $\psi$ a unit vector with $H_0\psi = E_0\psi$ and $E_0$ real, and $D$ a real number. $H_0$ has gap $D$ if
$$\mathcal{E}_{H_0}(y) - E_0\|y\|^2 \ge D\|y\|^2 \quad\text{whenever } \langle\psi, y\rangle = 0 .$$
For real $a$, $V \ge a$ means $\mathcal{E}_V(x) \ge a\|x\|^2$ for all $x$.

## Claim and derivation

If $H_0$ has gap $D$ and $\|V\| < D/2$, then $H = H_0 + V$ has a lowest eigenvalue, its eigenspace is one-dimensional, and each eigenvector for it has nonzero overlap with $\psi$. The same holds under the weaker condition that $V \ge a$ and $\mathcal{E}_V(\psi) - a < D$ for some $a$.

Step 1. If $Hx = ex$ with $e$ real, then $\mathcal{E}_H(x) = e\|x\|^2$. By Cauchy–Schwarz, $|\mathcal{E}_V(x)| \le \|x\|\,\|Vx\| \le \|V\|\,\|x\|^2$.

Step 2. The function $\mathcal{E}_H$ attains a minimum $m$ on the unit sphere at some $x$, so $m\|z\|^2 \le \mathcal{E}_H(z)$ for all $z$. For real $t$,
$$0 \le \mathcal{E}_{H-m}(x + tz) = 2t\operatorname{Re}\langle z, (H-m)x\rangle + t^2\mathcal{E}_{H-m}(z).$$
The linear term must vanish, and $z = (H-m)x$ gives $Hx = mx$. An eigenvector with eigenvalue $\mu$ satisfies $m \le \mu$ by step 1, so $m$ is the lowest eigenvalue.

Step 3. Let $Hy = ey$ with $\langle\psi, y\rangle = 0$ and $e < E_0 + D + a$. Then
$$e\|y\|^2 = \mathcal{E}_{H_0}(y) + \mathcal{E}_V(y) \ge (E_0 + D + a)\|y\|^2 ,$$
which forces $y = 0$.

Step 4. Fix an eigenvector $x \ne 0$ for such an $e$. Step 3 gives $\langle\psi, x\rangle \ne 0$. For any $w$ in the eigenspace, $y = \frac{\langle\psi, w\rangle}{\langle\psi, x\rangle}x - w$ lies in the eigenspace and is orthogonal to $\psi$. Hence $y = 0$ and $w$ is a multiple of $x$.

Step 5. The trial vector $\psi$ gives $m \le E_0 + \mathcal{E}_V(\psi) < E_0 + D + a$, so steps 3 and 4 apply to $m$. With $a = -\|V\|$, step 1 gives $V \ge a$ and $\mathcal{E}_V(\psi) - a \le 2\|V\| < D$.

Rayleigh–Schrödinger and Brillouin–Wigner expansions commonly write the perturbed state in intermediate normalisation $\langle\psi, x\rangle = 1$, and for a Hamiltonian in a finite basis with $\|V\| < D/2$ the result makes that normalisation possible and unique for the ground state. The theorems contain no statement about convergence of either series. To test the hypothesis for given Hermitian matrices of dimension at least two, one can diagonalise $H_0$, take $\psi$ as a unit eigenvector for its lowest eigenvalue, $D$ as the difference of its two lowest eigenvalues counted with multiplicity, and $\|V\|$ as the largest modulus of an eigenvalue of $V$.

## Formal development

In Lean 4 with Mathlib:

```lean
import Mathlib

open Module Module.End
open scoped InnerProductSpace

namespace GapNondegeneracy

noncomputable section

variable {E : Type*} [NormedAddCommGroup E] [InnerProductSpace ℂ E]
```

`E` is a complex inner product space, and operators `E →ₗ[ℂ] E` stand for matrices without a chosen basis. Finite dimension is assumed only in the theorems that need it. Mathlib's `⟪x, y⟫_ℂ` is antilinear in the first slot, as a bra is.

```lean
/-- The unnormalised expectation value `Re ⟨x, H x⟩`. -/
def energy (H : E →ₗ[ℂ] E) (x : E) : ℝ := (⟪x, H x⟫_ℂ).re

/-- `e` is an eigenvalue of `H` and no real eigenvalue of `H` lies below it. -/
def IsGroundEnergy (H : E →ₗ[ℂ] E) (e : ℝ) : Prop :=
  HasEigenvalue H (e : ℂ) ∧ ∀ μ : ℝ, HasEigenvalue H (μ : ℂ) → e ≤ μ

/-- Gap condition: `Re ⟨y, (H₀ - E₀) y⟩ ≥ D ‖y‖²` for all `y` orthogonal to `ψ`. -/
def HasGap (H₀ : E →ₗ[ℂ] E) (ψ : E) (E₀ D : ℝ) : Prop :=
  ∀ y, ⟪ψ, y⟫_ℂ = 0 → D * ‖y‖ ^ 2 ≤ energy H₀ y - E₀ * ‖y‖ ^ 2
```

`energy H x` is $\mathcal{E}_H(x)$; for Hermitian $H$ the real part discards nothing. `IsGroundEnergy H e` compares `e` with real eigenvalues only, which for Hermitian $H$ are all of them. `HasGap` is one-sided: it bounds the form from below on the complement of $\psi$, which is more than asking the other levels to lie at distance at least $D$ from $E_0$ on either side. The gap is a hypothesis about $H_0$ in the general theorems and is proved only for the model Hamiltonian in the last section. In dimension one it constrains only $y = 0$ and holds for every $D$.

```lean
/-- If `H x = e x` with real `e`, the expectation value is `e ‖x‖²`. -/
theorem energy_of_eigen {H : E →ₗ[ℂ] E} {x : E} {e : ℝ} (h : H x = (e : ℂ) • x) :
    energy H x = e * ‖x‖ ^ 2 := by
  have h2 : (⟪x, x⟫_ℂ).re = ‖x‖ ^ 2 := inner_self_eq_norm_sq (𝕜 := ℂ) x
  unfold energy
  rw [h, inner_smul_right, Complex.re_ofReal_mul, h2]

/-- The expectation value of a bounded operator is at most `‖V‖ ‖x‖²` in modulus. -/
theorem abs_energy_le (V : E →L[ℂ] E) (x : E) :
    |energy (V : E →ₗ[ℂ] E) x| ≤ ‖V‖ * ‖x‖ ^ 2 :=
  calc |energy (V : E →ₗ[ℂ] E) x| ≤ ‖⟪x, V x⟫_ℂ‖ := Complex.abs_re_le_norm _
    _ ≤ ‖x‖ * ‖V x‖ := norm_inner_le_norm _ _
    _ ≤ ‖x‖ * (‖V‖ * ‖x‖) := mul_le_mul_of_nonneg_left (V.le_opNorm x) (norm_nonneg x)
    _ = ‖V‖ * ‖x‖ ^ 2 := by ring
```

These are the two halves of step 1. The `calc` chain bounds the real part by the modulus, then applies Cauchy–Schwarz as `norm_inner_le_norm` and the operator norm as `V.le_opNorm`. The type `E →L[ℂ] E` of bounded operators is the one that carries `‖V‖`.

```lean
/-- A Hermitian operator on a nonzero finite-dimensional space has a lowest eigenvalue `m`,
and `m ‖x‖² ≤ ⟨x, H x⟩` for every `x`. -/
theorem exists_groundEnergy [FiniteDimensional ℂ E] [Nontrivial E] {H : E →ₗ[ℂ] E}
    (hH : H.IsSymmetric) :
    ∃ m, IsGroundEnergy H m ∧ ∀ x, m * ‖x‖ ^ 2 ≤ energy H x := by
  have hs : ∀ x, energy H x = RCLike.re ⟪H x, x⟫_ℂ := fun x => by rw [hH x x]; rfl
  -- the infimum of the Rayleigh quotient is an eigenvalue
  have hev : HasEigenvalue H
      ((⨅ x : {x : E // x ≠ 0}, energy H x.1 / ‖x.1‖ ^ 2 : ℝ) : ℂ) := by
    simp only [hs]
    exact hH.hasEigenvalue_iInf_of_finiteDimensional
  have hbdd : BddBelow (Set.range fun x : {x : E // x ≠ 0} => energy H x.1 / ‖x.1‖ ^ 2) := by
    refine ⟨-‖LinearMap.toContinuousLinearMap H‖, ?_⟩
    rintro _ ⟨x, rfl⟩
    have h' : -(‖LinearMap.toContinuousLinearMap H‖ * ‖x.1‖ ^ 2) ≤ energy H x.1 :=
      (abs_le.1 (abs_energy_le (LinearMap.toContinuousLinearMap H) x.1)).1
    show -‖LinearMap.toContinuousLinearMap H‖ ≤ energy H x.1 / ‖x.1‖ ^ 2
    rw [le_div_iff₀ (pow_pos (norm_pos_iff.2 x.2) 2)]
    linarith
  have hle : ∀ x, (⨅ x : {x : E // x ≠ 0}, energy H x.1 / ‖x.1‖ ^ 2) * ‖x‖ ^ 2
      ≤ energy H x := by
    intro x
    by_cases hx : x = 0
    · simp [hx, energy]
    · exact (le_div_iff₀ (pow_pos (norm_pos_iff.2 hx) 2)).1 (ciInf_le hbdd ⟨x, hx⟩)
  refine ⟨_, ⟨hev, fun μ hμ => ?_⟩, hle⟩
  obtain ⟨x, hx⟩ := hμ.exists_hasEigenvector
  have h := hle x
  rw [energy_of_eigen hx.apply_eq_smul] at h
  exact le_of_mul_le_mul_right h (pow_pos (norm_pos_iff.2 hx.2) 2)
```

Step 2 works with the Rayleigh quotient over nonzero vectors in place of the unit sphere. The compactness and variation argument comes from Mathlib as `hasEigenvalue_iInf_of_finiteDimensional`, and `hs` moves $H$ across the inner product to match its form. `hbdd` bounds the quotient below by $-\|H\|$, which `ciInf_le` requires for `hle`. The last lines evaluate `hle` on an eigenvector and cancel $\|x\|^2 > 0$.

```lean
/-- If `H₀` has gap `D` and `V ≥ a` as a form, a solution of `(H₀ + V) y = e y` with
`e < E₀ + D + a` that is orthogonal to `ψ` vanishes. -/
theorem eq_zero_of_orthogonal {H₀ V : E →ₗ[ℂ] E} {ψ y : E} {E₀ D a e : ℝ}
    (hgap : HasGap H₀ ψ E₀ D) (ha : ∀ x, a * ‖x‖ ^ 2 ≤ energy V x) (he : e < E₀ + D + a)
    (hy : (H₀ + V) y = (e : ℂ) • y) (horth : ⟪ψ, y⟫_ℂ = 0) : y = 0 := by
  by_contra hne
  have hpos : 0 < ‖y‖ ^ 2 := pow_pos (norm_pos_iff.2 hne) 2
  have hadd : energy (H₀ + V) y = energy H₀ y + energy V y := by
    simp [energy]
  have h1 := energy_of_eigen hy
  nlinarith [mul_pos (sub_pos.2 he) hpos, hgap y horth, ha y]
```

This is step 3. The term `mul_pos (sub_pos.2 he) hpos` states $(E_0 + D + a - e)\|y\|^2 > 0$; once it is supplied, the contradiction is a sum of that inequality, the gap, the bound on $V$ and the two equations `hadd` and `h1`.

```lean
/-- If `H₀` has gap `D` and `V ≥ a` as a form, every eigenvalue `e < E₀ + D + a` of `H₀ + V`
has a one-dimensional eigenspace. -/
theorem finrank_eigenspace_below_threshold {H₀ V : E →ₗ[ℂ] E} {ψ : E} {E₀ D a e : ℝ}
    (hgap : HasGap H₀ ψ E₀ D) (ha : ∀ x, a * ‖x‖ ^ 2 ≤ energy V x) (he : e < E₀ + D + a)
    (hev : HasEigenvalue (H₀ + V) (e : ℂ)) :
    finrank ℂ (eigenspace (H₀ + V) (e : ℂ)) = 1 := by
  obtain ⟨x, hx⟩ := hev.exists_hasEigenvector
  have hs : ⟪ψ, x⟫_ℂ ≠ 0 := fun h =>
    hx.2 (eq_zero_of_orthogonal hgap ha he hx.apply_eq_smul h)
  have hx0 : (⟨x, hx.1⟩ : eigenspace (H₀ + V) (e : ℂ)) ≠ 0 :=
    fun h => hx.2 (congrArg Subtype.val h)
  rw [finrank_eq_one_iff_of_nonzero' _ hx0]
  intro w
  refine ⟨⟪ψ, w.1⟫_ℂ / ⟪ψ, x⟫_ℂ, Subtype.ext ?_⟩
  -- compare w with the multiple of x that has the same overlap with ψ
  have hmem : (⟪ψ, w.1⟫_ℂ / ⟪ψ, x⟫_ℂ) • x - w.1 ∈ eigenspace (H₀ + V) (e : ℂ) :=
    Submodule.sub_mem _ (Submodule.smul_mem _ _ hx.1) w.2
  have h0 := eq_zero_of_orthogonal hgap ha he (mem_eigenspace_iff.1 hmem)
    (by rw [inner_sub_right, inner_smul_right, div_mul_cancel₀ _ hs, sub_self])
  exact sub_eq_zero.1 h0
```

Step 4 covers every eigenvalue below the threshold. Neither this lemma nor the preceding one uses Hermiticity, finite dimension, the norm of $\psi$ or its eigenvalue equation. The reduction `finrank_eq_one_iff_of_nonzero'` is reusable for any nondegeneracy claim: given one nonzero element of a space, it turns dimension one into the task of writing each `w` as a scalar multiple of that element. Here the scalar is the ratio of overlaps, and `hs` lets it cancel.

```lean
/-- In finite dimension, for Hermitian `H₀`, `V`, a unit eigenvector `ψ` of `H₀` with gap `D`, `V ≥ a` as a form and
`⟨ψ, V ψ⟩ - a < D`: the lowest eigenvalue of `H₀ + V` exists, its eigenspace is one-dimensional
and its eigenvectors have nonzero overlap with `ψ`. -/
theorem ground_nondegenerate_of_form [FiniteDimensional ℂ E] {H₀ V : E →ₗ[ℂ] E} {ψ : E}
    {E₀ D a : ℝ} (hH₀ : H₀.IsSymmetric) (hV : V.IsSymmetric) (hψ : ‖ψ‖ = 1)
    (hE₀ : H₀ ψ = (E₀ : ℂ) • ψ) (hgap : HasGap H₀ ψ E₀ D)
    (ha : ∀ x, a * ‖x‖ ^ 2 ≤ energy V x) (hsmall : energy V ψ - a < D) :
    (∃ e, IsGroundEnergy (H₀ + V) e) ∧ ∀ e, IsGroundEnergy (H₀ + V) e →
      finrank ℂ (eigenspace (H₀ + V) (e : ℂ)) = 1 ∧
        ∀ x, HasEigenvector (H₀ + V) (e : ℂ) x → ⟪ψ, x⟫_ℂ ≠ 0 := by
  have : Nontrivial E := nontrivial_of_ne ψ 0 (by intro h; simp [h] at hψ)
  obtain ⟨m, hm, hle⟩ := exists_groundEnergy (hH₀.add hV)
  refine ⟨⟨m, hm⟩, fun e he => ?_⟩
  -- the trial vector ψ places the lowest eigenvalue below the threshold
  have hadd : energy (H₀ + V) ψ = energy H₀ ψ + energy V ψ := by
    simp [energy]
  have h1 := hle ψ
  rw [hadd, energy_of_eigen hE₀, hψ] at h1
  have h2 : e < E₀ + D + a := by linarith [he.2 m hm.1]
  exact ⟨finrank_eigenspace_below_threshold hgap ha h2 he.1, fun x hx h =>
    hx.2 (eq_zero_of_orthogonal hgap ha h2 hx.apply_eq_smul h)⟩
```

In words: for Hermitian `H₀` and `V` (`IsSymmetric`) in finite dimension, a unit eigenvector `ψ` with gap `D`, $V \ge a$ and $\mathcal{E}_V(\psi) - a < D$, a ground energy exists, and every ground energy `e` has an eigenspace of `finrank` one whose eigenvectors (nonzero by definition of `HasEigenvector`) overlap `ψ`. In the proof, `h1` is the trial-vector bound on `m`, and `he.2 m hm.1` gives $e \le m$, so `h2` is the threshold condition of step 5.

```lean
/-- In finite dimension, for Hermitian `H₀`, `V`, a unit eigenvector `ψ` of `H₀` with gap `D` and `‖V‖ < D / 2`:
the lowest eigenvalue of `H₀ + V` exists, its eigenspace is one-dimensional and its
eigenvectors have nonzero overlap with `ψ`. -/
theorem ground_nondegenerate [FiniteDimensional ℂ E] {H₀ : E →ₗ[ℂ] E} {V : E →L[ℂ] E} {ψ : E}
    {E₀ D : ℝ} (hH₀ : H₀.IsSymmetric) (hV : (V : E →ₗ[ℂ] E).IsSymmetric) (hψ : ‖ψ‖ = 1)
    (hE₀ : H₀ ψ = (E₀ : ℂ) • ψ) (hgap : HasGap H₀ ψ E₀ D) (hsmall : ‖V‖ < D / 2) :
    (∃ e, IsGroundEnergy (H₀ + (V : E →ₗ[ℂ] E)) e) ∧
      ∀ e, IsGroundEnergy (H₀ + (V : E →ₗ[ℂ] E)) e →
        finrank ℂ (eigenspace (H₀ + (V : E →ₗ[ℂ] E)) (e : ℂ)) = 1 ∧
          ∀ x, HasEigenvector (H₀ + (V : E →ₗ[ℂ] E)) (e : ℂ) x → ⟪ψ, x⟫_ℂ ≠ 0 := by
  refine ground_nondegenerate_of_form (a := -‖V‖) hH₀ hV hψ hE₀ hgap (fun x => ?_) ?_
  · linarith [(abs_le.1 (abs_energy_le V x)).1]
  · have h := (abs_le.1 (abs_energy_le V ψ)).2
    rw [hψ] at h
    linarith
```

The norm version sets `a := -‖V‖` and meets the two conditions with the two sides of `abs_energy_le`. Positivity of $D$ follows from `hsmall`. Unbounded perturbations and infinite-dimensional spaces are not covered.

The statement could instead use complex matrices with a Hermiticity predicate. The norm would then need an explicit choice, since matrices admit several: the one meant here is the operator norm induced by the Euclidean vector norm, and the largest entry in modulus can be smaller, so it would express a different hypothesis.

## The constant $D/2$

With $P = |\psi\rangle\langle\psi|$ and real $c$, take $H_0 = D(1-P)$ and $V = c(2P-1)$.

```lean
/-- The operator `P = |ψ⟩⟨ψ|`. -/
def proj (ψ : E) : E →L[ℂ] E := (innerSL ℂ ψ).smulRight ψ

/-- The model Hamiltonian `D (1 - P)`. -/
def gapModel (ψ : E) (D : ℝ) : E →ₗ[ℂ] E :=
  (D : ℂ) • (LinearMap.id - (proj ψ : E →ₗ[ℂ] E))

/-- The model perturbation `c (2 P - 1)`. -/
def signFlip (ψ : E) (c : ℝ) : E →L[ℂ] E :=
  (c : ℂ) • ((2 : ℂ) • proj ψ - ContinuousLinearMap.id ℂ E)
```

$H_0$ annihilates $\psi$ and acts as $D$ on vectors orthogonal to it, so $E_0 = 0$ and the gap holds with equality. The operator $2P - 1$ preserves norms:
$$\|2\langle\psi,x\rangle\psi - x\|^2 = 4|\langle\psi,x\rangle|^2 - 4|\langle\psi,x\rangle|^2 + \|x\|^2 .$$
In the proof `h3` and `h5` supply the first two terms and `h6` is the conclusion. The theorem states $\|V\| \le |c|$, so in finite dimension any $|c| < D/2$ gives an instance of `ground_nondegenerate`.

```lean
/-- For a unit vector `ψ`, `D (1 - P)` is Hermitian with eigenvalue `0` on `ψ` and gap `D`,
and `c (2 P - 1)` is Hermitian with norm at most `|c|`. -/
theorem gapModel_witness {ψ : E} (hψ : ‖ψ‖ = 1) (D c : ℝ) :
    (gapModel ψ D).IsSymmetric ∧ (signFlip ψ c : E →ₗ[ℂ] E).IsSymmetric ∧
      gapModel ψ D ψ = ((0 : ℝ) : ℂ) • ψ ∧ HasGap (gapModel ψ D) ψ 0 D ∧
      ‖signFlip ψ c‖ ≤ |c| := by
  have hG : ∀ x, gapModel ψ D x = (D : ℂ) • (x - ⟪ψ, x⟫_ℂ • ψ) := fun x => rfl
  have hF : ∀ x, signFlip ψ c x = (c : ℂ) • ((2 : ℂ) • ⟪ψ, x⟫_ℂ • ψ - x) := fun x => rfl
  have h1 : ⟪ψ, ψ⟫_ℂ = 1 := by rw [inner_self_eq_norm_sq_to_K, hψ]; simp
  refine ⟨fun x y => ?_, fun x y => ?_, ?_, fun y hy => ?_, ?_⟩
  · rw [hG, hG]
    simp only [inner_smul_left, inner_smul_right, inner_sub_left, inner_sub_right,
      Complex.conj_ofReal, inner_conj_symm]
    ring
  · show ⟪signFlip ψ c x, y⟫_ℂ = ⟪x, signFlip ψ c y⟫_ℂ
    rw [hF, hF]
    simp only [inner_smul_left, inner_smul_right, inner_sub_left, inner_sub_right,
      Complex.conj_ofReal, inner_conj_symm, map_ofNat]
    ring
  · rw [hG, h1]
    simp
  · have h : gapModel ψ D y = (D : ℂ) • y := by rw [hG, hy, zero_smul, sub_zero]
    rw [energy_of_eigen h]
    linarith
  · refine ContinuousLinearMap.opNorm_le_bound _ (abs_nonneg c) fun x => ?_
    rw [hF, norm_smul, Complex.norm_real, Real.norm_eq_abs]
    -- 2 P - 1 preserves the norm
    have h := norm_sub_sq (𝕜 := ℂ) ((2 : ℂ) • ⟪ψ, x⟫_ℂ • ψ) x
    have h2 : ‖(2 : ℂ)‖ = 2 := by simp
    have h3 : ‖(2 : ℂ) • ⟪ψ, x⟫_ℂ • ψ‖ ^ 2 = 4 * ‖⟪ψ, x⟫_ℂ‖ ^ 2 := by
      rw [norm_smul, norm_smul, hψ, h2]; ring
    have h4 : ⟪(2 : ℂ) • ⟪ψ, x⟫_ℂ • ψ, x⟫_ℂ = ((2 * ‖⟪ψ, x⟫_ℂ‖ ^ 2 : ℝ) : ℂ) := by
      simp only [inner_smul_left, map_ofNat, Complex.conj_mul', Complex.ofReal_mul,
        Complex.ofReal_pow, Complex.ofReal_ofNat]
    have h5 : RCLike.re ⟪(2 : ℂ) • ⟪ψ, x⟫_ℂ • ψ, x⟫_ℂ = 2 * ‖⟪ψ, x⟫_ℂ‖ ^ 2 := by
      rw [h4]; exact Complex.ofReal_re _
    have h6 : ‖(2 : ℂ) • ⟪ψ, x⟫_ℂ • ψ - x‖ = ‖x‖ :=
      (sq_eq_sq₀ (norm_nonneg _) (norm_nonneg _)).1 (by linarith)
    exact le_of_eq (by rw [h6])
```

An easy mistake is to expect $\|V\| < D$ to suffice, on the thought that $V$ must bridge the whole gap. The perturbation can raise $\psi$ and lower its complement at once, each by $\|V\|$. At $c = D/2$,
$$D(1-P) + \tfrac{D}{2}(2P-1) = \tfrac{D}{2}\cdot 1 ,$$
which is `hsum`, and `htop` identifies the eigenspace with all of $E$. For $D > 0$ and dimension at least two, `threshold_sharp` with `gapModel_witness` satisfies every hypothesis except that only $\|V\| \le D/2$ holds, and the ground level $D/2$ is degenerate. The strict inequality therefore fails to extend to $\le$. Mathlib sets `finrank` to zero on infinite-dimensional spaces, so `hdim` also implies finite dimension.

```lean
/-- For a unit vector `ψ`, `D > 0` and dimension at least two, the perturbation `(D / 2) (2 P - 1)` has norm at most `D / 2`,
and added to `D (1 - P)` it gives the lowest eigenvalue `D / 2` with an eigenspace of dimension
at least two. -/
theorem threshold_sharp {ψ : E} (hψ : ‖ψ‖ = 1) (hdim : 2 ≤ finrank ℂ E) {D : ℝ} (hD : 0 < D) :
    ‖signFlip ψ (D / 2)‖ ≤ D / 2 ∧
      IsGroundEnergy (gapModel ψ D + (signFlip ψ (D / 2) : E →ₗ[ℂ] E)) (D / 2) ∧
      2 ≤ finrank ℂ (eigenspace (gapModel ψ D + (signFlip ψ (D / 2) : E →ₗ[ℂ] E))
        ((D / 2 : ℝ) : ℂ)) := by
  have hsum : ∀ x, (gapModel ψ D + (signFlip ψ (D / 2) : E →ₗ[ℂ] E)) x
      = ((D / 2 : ℝ) : ℂ) • x := by
    intro x
    show (D : ℂ) • (x - ⟪ψ, x⟫_ℂ • ψ) + ((D / 2 : ℝ) : ℂ) • ((2 : ℂ) • ⟪ψ, x⟫_ℂ • ψ - x)
      = ((D / 2 : ℝ) : ℂ) • x
    push_cast
    module
  have htop : eigenspace (gapModel ψ D + (signFlip ψ (D / 2) : E →ₗ[ℂ] E))
      ((D / 2 : ℝ) : ℂ) = ⊤ := eq_top_iff.2 fun x _ => mem_eigenspace_iff.2 (hsum x)
  have hne : ψ ≠ 0 := by intro h; simp [h] at hψ
  refine ⟨?_, ⟨?_, fun μ hμ => ?_⟩, ?_⟩
  · exact (gapModel_witness hψ D (D / 2)).2.2.2.2.trans (le_of_eq (abs_of_pos (half_pos hD)))
  · exact hasEigenvalue_of_hasEigenvector ⟨mem_eigenspace_iff.2 (hsum ψ), hne⟩
  · obtain ⟨x, hx⟩ := hμ.exists_hasEigenvector
    exact le_of_mul_le_mul_right (le_of_eq ((energy_of_eigen (hsum x)).symm.trans
      (energy_of_eigen hx.apply_eq_smul))) (pow_pos (norm_pos_iff.2 hx.2) 2)
  · rw [htop, finrank_top]
    exact hdim

end

end GapNondegeneracy
```

```lean
#print axioms GapNondegeneracy.ground_nondegenerate
-- 'GapNondegeneracy.ground_nondegenerate' depends on axioms: [propext, Classical.choice, Quot.sound]
#print axioms GapNondegeneracy.threshold_sharp
-- 'GapNondegeneracy.threshold_sharp' depends on axioms: [propext, Classical.choice, Quot.sound]
```
